# Upper-Band Inverse Mass $1+E_p/E_g$ in the Two-Plane-Wave Model

Before a band can have an effective mass, one must decide what "the upper band" means. Here it is any real function $E(k)$ whose value at each wave number $k$ is the greatest energy level of a $2\times2$ Hamiltonian. The square-root formula for $E(k)$ is then something to prove.

The Hamiltonian mixes two plane waves in one dimension through a Fourier component $V\neq0$ of a lattice potential. In units where a free electron has energy $k^2$, the upper band has second derivative $2(1+G^2/E_g)$ at the zone boundary, where $G$ is the reciprocal lattice vector joining the waves and $E_g=2|V|$ is the gap. Dividing by the free-electron value $2$ gives the inverse mass relative to the free mass. This is $1+E_p/E_g$, because $G^2$ equals the energy $E_p$, defined below as four times the squared momentum matrix element between the two states at the gap.

## Hamiltonian, levels and edge states

```lean
import Mathlib

open Matrix ComplexConjugate

namespace NearlyFreeElectronMass

noncomputable section
```

Mathlib is Lean's mathematics library. The `open` line provides notation for matrix–vector products and for `conj`, complex conjugation.

```lean
/-- Two plane waves of momenta `k + G/2` and `k - G/2`, with free energy equal to momentum squared,
coupled by the Fourier component `V` of the lattice potential. -/
def hamiltonian (G : ℝ) (V : ℂ) (k : ℝ) : Matrix (Fin 2) (Fin 2) ℂ :=
  !![(((k + G / 2) ^ 2 : ℝ) : ℂ), V; conj V, (((k - G / 2) ^ 2 : ℝ) : ℂ)]
```

In ordinary notation,

$$H(k)=\begin{pmatrix}(k+G/2)^2&V\\ \bar V&(k-G/2)^2\end{pmatrix}.$$

The wave number $k$ is measured from the zone boundary. $V$ may be complex, since its phase depends on where the origin is placed in the crystal. The theorems also admit $G=0$, although the zone-boundary picture needs $G\neq0$.

```lean
/-- The energy levels at wave number `k`: real numbers with a nonzero eigenvector. -/
def levels (G : ℝ) (V : ℂ) (k : ℝ) : Set ℝ :=
  {E | ∃ v : Fin 2 → ℂ, v ≠ 0 ∧ hamiltonian G V k *ᵥ v = (E : ℂ) • v}
```

A real number $E$ is a level at $k$ if $H(k)v=Ev$ for some nonzero $v\in\mathbb C^2$. The symbol `*ᵥ` applies a matrix to a vector, and `•` multiplies by a scalar.

```lean
/-- The dispersion with branch sign `s`. -/
def band (s G : ℝ) (V : ℂ) (k : ℝ) : ℝ :=
  k ^ 2 + G ^ 2 / 4 + s * √(G ^ 2 * k ^ 2 + ‖V‖ ^ 2)
```

This is the candidate formula

$$E_s(k)=\frac{G^2}{4}+k^2+s\sqrt{G^2k^2+|V|^2},$$

with $s=1$ for the upper branch and $s=-1$ for the lower. At this stage it is only a formula.

```lean
/-- The energy difference of the two branches at the zone boundary `k = 0`. -/
def edgeGap (G : ℝ) (V : ℂ) : ℝ := band 1 G V 0 - band (-1) G V 0
```

The gap is $E_g=E_1(0)-E_{-1}(0)$.

```lean
/-- The momentum operator at the zone boundary, in the basis of the two plane waves. -/
def momentum (G : ℝ) : Matrix (Fin 2) (Fin 2) ℂ :=
  !![((G / 2 : ℝ) : ℂ), 0; 0, ((-(G / 2) : ℝ) : ℂ)]
```

At $k=0$ the plane waves carry momenta $\pm G/2$, so the momentum operator is $P=\mathrm{diag}(G/2,-G/2)$.

```lean
/-- A normalised eigenvector at the zone boundary, with the energy of branch `s`. -/
def IsEdgeState (s G : ℝ) (V : ℂ) (u : Fin 2 → ℂ) : Prop :=
  ‖u 0‖ ^ 2 + ‖u 1‖ ^ 2 = 1 ∧ hamiltonian G V 0 *ᵥ u = ((band s G V 0 : ℝ) : ℂ) • u
```

An edge state $u=(u_0,u_1)$ satisfies $|u_0|^2+|u_1|^2=1$ and $H(0)u=E_s(0)u$. Lean numbers the components from 0.

```lean
/-- The energy `Ep`: four times the squared momentum matrix element between two states. -/
def kaneEnergy (G : ℝ) (u w : Fin 2 → ℂ) : ℝ :=
  4 * ‖star u ⬝ᵥ (momentum G *ᵥ w)‖ ^ 2
```

For two states $u$ and $w$, this defines $E_p=4|\langle u|P|w\rangle|^2$. The factor four comes from the units: $H(k)=H(0)+k^2+2kP$, so the coupling linear in $k$ is $2kP$, and its square contains $4|\langle u|P|w\rangle|^2$. The name `kaneEnergy` comes from Kane's model of semiconductors, which has several valence bands and spin–orbit coupling; this model has one spinless pair of bands in one dimension.

## From the determinant to the two bands

```lean
/-- The secular equation of the two coupled plane waves. -/
theorem mem_levels_iff (G : ℝ) (V : ℂ) (k E : ℝ) :
    E ∈ levels G V k ↔ (E - (k ^ 2 + G ^ 2 / 4)) ^ 2 = G ^ 2 * k ^ 2 + ‖V‖ ^ 2 := by
  have hV : V * conj V = ((‖V‖ ^ 2 : ℝ) : ℂ) := by
    rw [Complex.mul_conj, Complex.normSq_eq_norm_sq]
  have hdet : (hamiltonian G V k - (E : ℂ) • (1 : Matrix (Fin 2) (Fin 2) ℂ)).det =
      (((E - (k ^ 2 + G ^ 2 / 4)) ^ 2 - (G ^ 2 * k ^ 2 + ‖V‖ ^ 2) : ℝ) : ℂ) := by
    have hM : hamiltonian G V k - (E : ℂ) • (1 : Matrix (Fin 2) (Fin 2) ℂ) =
        !![(((k + G / 2) ^ 2 : ℝ) : ℂ) - E, V; conj V, (((k - G / 2) ^ 2 : ℝ) : ℂ) - E] := by
      ext i j
      fin_cases i <;> fin_cases j <;> simp [hamiltonian]
    rw [hM, Matrix.det_fin_two_of]
    push_cast at hV ⊢
    linear_combination -hV
  -- a nonzero eigenvector exists exactly when the determinant vanishes
  have hker : E ∈ levels G V k ↔
      (hamiltonian G V k - (E : ℂ) • (1 : Matrix (Fin 2) (Fin 2) ℂ)).det = 0 := by
    rw [← Matrix.exists_mulVec_eq_zero_iff]
    simp only [levels, Set.mem_ofPred_eq, Matrix.sub_mulVec, Matrix.smul_mulVec,
      Matrix.one_mulVec, sub_eq_zero]
  rw [hker, hdet, Complex.ofReal_eq_zero, sub_eq_zero]
```

The theorem says that $E$ is a level exactly when

$$\left(E-k^2-\tfrac{G^2}{4}\right)^2=G^2k^2+|V|^2.$$

By hand, put $a=k^2+G^2/4$. The diagonal entries are $a\pm Gk$, so

$$\det(H-E)=(a+Gk-E)(a-Gk-E)-|V|^2=(E-a)^2-G^2k^2-|V|^2.$$

In the proof, `hdet` is this calculation. `hker` supplies the linear algebra: $H-E$ sends some nonzero vector to zero exactly when its determinant vanishes.

```lean
/-- The branches with signs `1` and `-1` are the greatest and the least energy level. -/
theorem band_extremal (G : ℝ) (V : ℂ) (k : ℝ) :
    IsGreatest (levels G V k) (band 1 G V k) ∧ IsLeast (levels G V k) (band (-1) G V k) := by
  have hs := Real.sq_sqrt (show 0 ≤ G ^ 2 * k ^ 2 + ‖V‖ ^ 2 by positivity)
  refine ⟨⟨(mem_levels_iff G V k _).2 ?_, fun E hE => ?_⟩,
    ⟨(mem_levels_iff G V k _).2 ?_, fun E hE => ?_⟩⟩
  · unfold band
    linear_combination hs
  · have h := abs_le.mp (Real.abs_le_sqrt ((mem_levels_iff G V k E).1 hE).le)
    unfold band
    linarith [h.2]
  · unfold band
    linear_combination hs
  · have h := abs_le.mp (Real.abs_le_sqrt ((mem_levels_iff G V k E).1 hE).le)
    unfold band
    linarith [h.1]
```

`IsGreatest S x` means that $x$ belongs to the set $S$ and no element of $S$ exceeds it; `IsLeast` is the mirror image. Write $R=G^2k^2+|V|^2$. The values $a\pm\sqrt R$ solve the secular equation, so both are levels. Any level $E$ satisfies $(E-a)^2=R$, hence $|E-a|\le\sqrt R$, and therefore lies between them. The two `linear_combination` steps check membership by algebra, and the two `linarith` steps draw the bounds from the inequality on $|E-a|$.

```lean
/-- At the zone boundary the branches lie at `G²/4 + s|V|`, and the gap is `2|V|`. -/
theorem edge_energies (G : ℝ) (V : ℂ) :
    (∀ s, band s G V 0 = G ^ 2 / 4 + s * ‖V‖) ∧ edgeGap G V = 2 * ‖V‖ := by
  have h : ∀ s, band s G V 0 = G ^ 2 / 4 + s * ‖V‖ := by
    intro s
    unfold band
    rw [show G ^ 2 * (0 : ℝ) ^ 2 + ‖V‖ ^ 2 = ‖V‖ ^ 2 by ring, Real.sqrt_sq (norm_nonneg V)]
    ring
  refine ⟨h, ?_⟩
  rw [edgeGap, h, h]
  ring
```

At $k=0$ the root is $\sqrt{|V|^2}=|V|$. Thus $E_s(0)=G^2/4+s|V|$, and subtracting the two branches gives $E_g=2|V|$.

## Differentiating the band twice

```lean
/-- The second derivative of branch `s` at the zone boundary is `2 (1 + s G²/(2|V|))`. -/
theorem band_curvature (s G : ℝ) {V : ℂ} (hV : V ≠ 0) :
    HasDerivAt (deriv (band s G V)) (2 * (1 + s * (G ^ 2 / (2 * ‖V‖)))) 0 := by
  have hv : 0 < ‖V‖ := norm_pos_iff.mpr hV
  have hsq : ∀ k : ℝ, HasDerivAt (fun x : ℝ => x ^ 2) (2 * k) k := fun k => by
    simpa using hasDerivAt_pow 2 k
  have hroot : ∀ k : ℝ, HasDerivAt (fun x : ℝ => √(G ^ 2 * x ^ 2 + ‖V‖ ^ 2))
      (G ^ 2 * k / √(G ^ 2 * k ^ 2 + ‖V‖ ^ 2)) k := fun k => by
    have hR : G ^ 2 * k ^ 2 + ‖V‖ ^ 2 ≠ 0 := by positivity
    refine ((((hsq k).const_mul (G ^ 2)).add_const (‖V‖ ^ 2)).sqrt hR).congr_deriv ?_
    rw [show G ^ 2 * (2 * k) = 2 * (G ^ 2 * k) by ring, mul_div_mul_left _ _ two_ne_zero]
  -- the slope of the band at every wave number
  have hd : deriv (band s G V) =
      fun k => 2 * k + s * (G ^ 2 * k / √(G ^ 2 * k ^ 2 + ‖V‖ ^ 2)) := funext fun k =>
    (((hsq k).add_const (G ^ 2 / 4)).fun_add ((hroot k).const_mul s)).deriv
  have hn : √(G ^ 2 * (0 : ℝ) ^ 2 + ‖V‖ ^ 2) = ‖V‖ := by
    rw [show G ^ 2 * (0 : ℝ) ^ 2 + ‖V‖ ^ 2 = ‖V‖ ^ 2 by ring, Real.sqrt_sq hv.le]
  have hlin : ∀ c : ℝ, HasDerivAt (fun x : ℝ => c * x) c 0 := fun c => by
    simpa using (hasDerivAt_id' (0 : ℝ)).const_mul c
  -- differentiate the slope once more, at the zone boundary
  have hq := (hlin (G ^ 2)).fun_div (hroot 0) (by rw [hn]; exact hv.ne')
  rw [hd]
  refine ((hlin 2).fun_add (hq.const_mul s)).congr_deriv ?_
  simp only [hn, mul_zero, zero_div, sub_zero]
  field_simp
```

The chain rule gives the slope at every $k$:

$$E_s'(k)=2k+s\,\frac{G^2k}{\sqrt{G^2k^2+|V|^2}}.$$

Since the numerator vanishes at $k=0$, the quotient rule leaves

$$E_s''(0)=2+s\,\frac{G^2|V|-0}{|V|^2}=2\left(1+s\,\frac{G^2}{2|V|}\right).$$

The condition $V\neq0$ says that the lattice potential really couples the two waves and opens a gap. It keeps the square root away from zero. For $V=0$ and $G\neq0$, the upper branch contains $|Gk|$ and has a kink at the zone boundary.

The proof turns on `HasDerivAt`. The statement `HasDerivAt f c x` says that $f$ is differentiable at $x$ with derivative $c$. Such statements combine by the usual sum, product and chain rules, and `congr_deriv` replaces the resulting derivative by an equal, tidier expression. By contrast, `deriv f` is a function that takes the value 0 wherever $f$ has no derivative. The proof therefore establishes `HasDerivAt` at every $k$ first, and reads off `hd`, an equation between functions, from it. Only then can the slope be differentiated again. In the code, `hroot` differentiates the square root, `hq` applies the quotient rule at zero, and `field_simp` tidies the fractions.

## The momentum matrix element between edge states

```lean
/-- In an edge state of either branch the first plane wave has weight one half, and the
eigenvalue equation fixes the amplitude of the second. -/
theorem edge_state_amplitudes {s G : ℝ} {V : ℂ} {u : Fin 2 → ℂ} (hV : V ≠ 0) (hs : |s| = 1)
    (hu : IsEdgeState s G V u) :
    ‖u 0‖ ^ 2 = 1 / 2 ∧ conj V * u 0 = (s : ℂ) * (‖V‖ : ℂ) * u 1 := by
  have e : (hamiltonian G V 0 *ᵥ u) 1 =
      conj V * u 0 + (((0 - G / 2) ^ 2 : ℝ) : ℂ) * u 1 := by
    simp [hamiltonian, Matrix.mulVec, dotProduct, Fin.sum_univ_two]
  rw [hu.2, Pi.smul_apply, smul_eq_mul, (edge_energies G V).1] at e
  push_cast at e
  have r : conj V * u 0 = (s : ℂ) * (‖V‖ : ℂ) * u 1 := by linear_combination -e
  refine ⟨?_, r⟩
  have h := congrArg norm r
  simp only [norm_mul, RCLike.norm_conj, Complex.norm_real, Real.norm_eq_abs, abs_norm, hs,
    one_mul] at h
  have h01 : ‖u 0‖ = ‖u 1‖ := mul_left_cancel₀ (norm_ne_zero_iff.mpr hV) h
  have hn := hu.1
  rw [← h01] at hn
  linarith
```

The second row of the eigenvector equation reads

$$\bar V u_0+\tfrac{G^2}{4}u_1=\left(\tfrac{G^2}{4}+s|V|\right)u_1,$$

so $\bar Vu_0=s|V|u_1$. Taking absolute values with $|s|=1$ and cancelling $|V|$, which is nonzero by the hypothesis `hV`, gives $|u_0|=|u_1|$. Normalisation then gives $|u_0|^2=1/2$. The Lean names `e`, `r` and `h01` mark the row, the amplitude relation and the equal magnitudes.

```lean
/-- The energy `Ep` between the upper and the lower edge state is `G²`, for every nonzero `V`. -/
theorem kaneEnergy_eq {G : ℝ} {V : ℂ} {u w : Fin 2 → ℂ} (hV : V ≠ 0)
    (hu : IsEdgeState 1 G V u) (hw : IsEdgeState (-1) G V w) : kaneEnergy G u w = G ^ 2 := by
  obtain ⟨wu, ru⟩ := edge_state_amplitudes hV (by norm_num) hu
  obtain ⟨ww, rw'⟩ := edge_state_amplitudes hV (by norm_num) hw
  have hVV : V * conj V = (‖V‖ : ℂ) ^ 2 := by
    rw [Complex.mul_conj, Complex.normSq_eq_norm_sq]
    push_cast
    rfl
  have cu := congrArg conj ru
  simp only [map_mul, Complex.conj_conj, Complex.conj_ofReal] at cu
  push_cast at cu rw'
  have hn : (‖V‖ : ℂ) ^ 2 ≠ 0 :=
    pow_ne_zero 2 (Complex.ofReal_ne_zero.mpr (norm_ne_zero_iff.mpr hV))
  -- the two plane waves enter the overlap with opposite signs
  have key : conj (u 1) * w 1 = -(conj (u 0) * w 0) := by
    apply mul_left_cancel₀ hn
    linear_combination (‖V‖ : ℂ) * conj (u 1) * rw' + conj V * w 0 * cu
      - conj (u 0) * w 0 * hVV
  have hp : star u ⬝ᵥ (momentum G *ᵥ w) =
      (G : ℂ) / 2 * (conj (u 0) * w 0 - conj (u 1) * w 1) := by
    simp [momentum, Matrix.mulVec, dotProduct, Fin.sum_univ_two]
    ring
  have hp' : star u ⬝ᵥ (momentum G *ᵥ w) = (G : ℂ) * (conj (u 0) * w 0) := by
    rw [hp, key]
    ring
  rw [kaneEnergy, hp', norm_mul, norm_mul, RCLike.norm_conj, Complex.norm_real, mul_pow,
    mul_pow, Real.norm_eq_abs, sq_abs, wu, ww]
  ring
```

Let $u$ be an upper edge state and $w$ a lower one. Then

$$V\bar u_0=|V|\bar u_1,\qquad \bar Vw_0=-|V|w_1.$$

Multiplying these equations and cancelling $|V|^2$ gives $\bar u_1w_1=-\bar u_0w_0$, which is `key`. The opposite momenta of the plane waves turn this difference in sign into a sum:

$$\langle u|P|w\rangle=\frac G2(\bar u_0w_0-\bar u_1w_1)=G\,\bar u_0w_0.$$

Since $|u_0|^2=|w_0|^2=1/2$, the squared matrix element is $G^2/4$, and $E_p=G^2$. Neither the size nor the phase of $V$ remains.

```lean
/-- For `V = 1`, the even and odd combinations of the plane waves are upper and lower
edge states. -/
theorem edge_states_witness (G : ℝ) :
    IsEdgeState 1 G 1 ![(1 + Complex.I) / 2, (1 + Complex.I) / 2] ∧
    IsEdgeState (-1) G 1 ![(1 + Complex.I) / 2, -((1 + Complex.I) / 2)] := by
  have hc : ‖(1 + Complex.I) / 2‖ ^ 2 = 1 / 2 := by
    rw [Complex.sq_norm, Complex.normSq_apply]
    norm_num
  generalize (1 + Complex.I) / 2 = c at hc ⊢
  refine ⟨⟨?_, ?_⟩, ⟨?_, ?_⟩⟩
  · change ‖c‖ ^ 2 + ‖c‖ ^ 2 = 1
    linarith
  · rw [(edge_energies G 1).1]
    ext i
    fin_cases i <;> simp [hamiltonian, Matrix.mulVec, dotProduct, Fin.sum_univ_two] <;> ring
  · change ‖c‖ ^ 2 + ‖-c‖ ^ 2 = 1
    rw [norm_neg]
    linarith
  · rw [(edge_energies G 1).1]
    ext i
    fin_cases i <;> simp [hamiltonian, Matrix.mulVec, dotProduct, Fin.sum_univ_two] <;> ring
```

This gives explicit edge states for $V=1$. With $c=(1+i)/2$, so that $|c|^2=1/2$, the vector $(c,c)$ is an upper edge state and $(c,-c)$ a lower one. The choice of $c$ normalises both vectors without a square root of two.

## Curvature of the greatest and least levels

```lean
/-- The greatest energy level has second derivative `2 (1 + G²/Eg)` at the zone boundary, where `Eg`
is the gap there. -/
theorem upper_band_inverse_mass {G : ℝ} {V : ℂ} (hV : V ≠ 0) {E : ℝ → ℝ}
    (hE : ∀ k, IsGreatest (levels G V k) (E k)) :
    HasDerivAt (deriv E) (2 * (1 + G ^ 2 / edgeGap G V)) 0 := by
  have h : E = band 1 G V := funext fun k => (hE k).unique (band_extremal G V k).1
  rw [h, (edge_energies G V).2]
  exact (band_curvature 1 G hV).congr_deriv (by ring)
```

As in the curvature formula, $V\neq0$ is assumed. The hypothesis `hE` says that $E(k)$ is the greatest level at every $k$. A set has at most one greatest element, so `band_extremal` forces $E(k)=E_1(k)$ for all $k$. Inserting $s=1$ and $E_g=2|V|$ into the curvature formula gives

$$E''(0)=2\left(1+\frac{G^2}{E_g}\right).$$

With $E_p=G^2$ from `kaneEnergy_eq`, the inverse mass $E''(0)/2$ is $1+E_p/E_g$. In this non-interacting two-wave model, a smaller gap at fixed $G$ therefore means a lighter electron at the bottom of the upper band.

One could instead define the upper band by the square-root formula. The differentiation would stay the same, and the secular equation and the ordering of the levels would no longer be needed. The theorem would then describe the curvature of a given formula, and its connection with the Hamiltonian would be left to the reader.

```lean
/-- The least energy level has second derivative `2 (1 - G²/Eg)` at the zone boundary, where
`Eg` is the gap there. -/
theorem lower_band_inverse_mass {G : ℝ} {V : ℂ} (hV : V ≠ 0) {E : ℝ → ℝ}
    (hE : ∀ k, IsLeast (levels G V k) (E k)) :
    HasDerivAt (deriv E) (2 * (1 - G ^ 2 / edgeGap G V)) 0 := by
  have h : E = band (-1) G V := funext fun k => (hE k).unique (band_extremal G V k).2
  rw [h, (edge_energies G V).2]
  exact (band_curvature (-1) G hV).congr_deriv (by ring)

end

end NearlyFreeElectronMass
```

The same argument with the least level and $s=-1$ gives $E''(0)=2(1-G^2/E_g)$, again for $V\neq0$. When $E_g<G^2$ this is negative, and the lower band has a hole-like local maximum at the zone boundary.

Both curvatures are exact for the $2\times2$ matrix. In a real crystal, the plane waves left out of the model and the interactions between electrons would modify them.

```lean
#print axioms NearlyFreeElectronMass.kaneEnergy_eq
#print axioms NearlyFreeElectronMass.upper_band_inverse_mass
#print axioms NearlyFreeElectronMass.lower_band_inverse_mass
```

```
'NearlyFreeElectronMass.kaneEnergy_eq' depends on axioms: [propext, Classical.choice, Quot.sound]
'NearlyFreeElectronMass.upper_band_inverse_mass' depends on axioms: [propext, Classical.choice, Quot.sound]
'NearlyFreeElectronMass.lower_band_inverse_mass' depends on axioms: [propext, Classical.choice, Quot.sound]
```
